# The grid mean of (2 cos x)^N on N points, N odd, varies as 2 cos(Nφ) under translation

Let N ≥ 1 be the number of equally spaced grid points in one period 2π. The field is 2 cos x, and a translation is described by a real phase φ, so that grid point j, with j = 0, …, N − 1, sees the field at the phase

x_j = 2πj/N + φ.

The graph of the field moves by −φ; this sign has no effect on the results. For a local functional f, meaning a function applied to the field value at each point, the grid average is

A_f(φ) = (1/N) Σ_j f(2 cos x_j).

We write A_p for the case f(x) = x^p, with p a natural number. A translation is commensurate with the grid if φ is an integer multiple of the spacing 2π/N.

## From plane waves to broken translations

For every p < N, the average A_p(φ) does not depend on φ. For p = N odd, it equals 2 cos(Nφ). For a polynomial functional of degree exactly N, with N odd, the grid average therefore equals its value at φ = 0 for commensurate translations and for no others. The starting position matters: from a position φ₀, the translation −2φ₀ also leaves the average unchanged, because the cosine is even.

Begin with one plane wave of integer wave number m. With z = exp(2πim/N),

Σ_j exp(i m x_j) = exp(imφ) Σ_j z^j.

If N divides m, then z = 1 and the sum is N exp(imφ). Otherwise z ≠ 1, while z^N = 1 still holds, and the geometric sum gives

(Σ_j z^j)(z − 1) = z^N − 1 = 0,

so the sum vanishes. The grid cannot distinguish a wave number divisible by N from wave number zero, except through the phase factor exp(imφ). This is aliasing.

Next, expand the power of the field by the binomial theorem:

(2 cos θ)^p = (e^{iθ} + e^{−iθ})^p = Σ_k C(p,k) e^{i(2k−p)θ}, k = 0, …, p.

Averaging over the grid keeps only the harmonics that N divides:

A_p(φ) = Σ_{k : N divides 2k−p} C(p,k) e^{i(2k−p)φ}.

If p < N, then |2k − p| ≤ p < N, and the only admissible multiple of N is zero. This requires p = 2k. The average is C(p, p/2) for even p and 0 for odd p.

If p = N, the candidates are −N, 0 and N. For odd N, 2k − N is odd and cannot be zero. The terms k = 0 and k = N remain, each with weight 1:

A_N(φ) = e^{−iNφ} + e^{iNφ} = 2 cos(Nφ).

For a polynomial P of degree at most N, let c_N be its coefficient of degree N. The lower powers cancel in the difference, leaving

A_P(φ) − A_P(0) = 2 c_N (cos(Nφ) − 1).

If the degree is exactly N, then c_N ≠ 0, and the difference vanishes exactly when Nφ = 2πm for some integer m, that is, φ = m · 2π/N.

## Aliasing in a density functional calculation

In the local density approximation, a periodic code with a uniform real-space grid can evaluate the exchange-correlation energy by applying a nonlinear function to the density at each grid point, summing, and multiplying by the volume per point. When all atoms are shifted together by a fraction of the grid spacing, this sum can change although the physical energy does not. The result isolates that mechanism for a one-dimensional field with a single cosine and a polynomial functional.

Take N = 3 and f(x) = x³. The continuous average over a period is 0, but the grid average is 2 at φ = 0 and −2 after a shift by half a spacing, φ = π/3. A half-period translation has φ = π. On an odd grid it is incommensurate, and from the starting position φ = 0 it changes the average by −4c_N, the largest change in magnitude that the formula allows.

A density n₀ + 2a cos x, which is non-negative if n₀ ≥ 2|a|, fits the same scheme: replace P(u) by P(n₀ + au), where u = 2 cos x is the field value. The new polynomial in u has the same degree if a ≠ 0.

## The sampled field in Lean

```lean
import Mathlib

open Finset

namespace GridAliasing

noncomputable section

/-- The phase `2πj/N + φ` of the translated field at grid point `j`, for a grid of `N ≥ 1`
points. -/
def gridPhase (N : ℕ) (φ : ℝ) (j : ℕ) : ℝ := 2 * Real.pi * j / N + φ
```

`gridPhase N φ j` is the phase x_j. The translation φ is an arbitrary real number, so shifts between grid points are included.

```lean
/-- The average over a grid of `N ≥ 1` points of a local functional `f` of the field `2 cos x`,
after translation of the field by the phase `φ`. -/
def gridAverage (N : ℕ) (f : ℝ → ℝ) (φ : ℝ) : ℝ :=
  (∑ j ∈ range N, f (2 * Real.cos (gridPhase N φ j))) / N
```

`gridAverage N f φ` is A_f(φ). The functional `f : ℝ → ℝ` sees only the field value at one point, which excludes gradient-dependent functionals. The points are those of `range N`, namely 0 to N − 1.

## Plane waves that survive the average

```lean
/-- On a grid of `N ≥ 1` points, a plane wave of integer wave number `m` sums to zero unless `N`
divides `m`; if `N` divides `m`, the sum is `N exp(imφ)`. -/
theorem sum_wave {N : ℕ} (hN : 0 < N) (m : ℤ) (φ : ℝ) :
    ∑ j ∈ range N, Complex.exp ((m : ℂ) * (gridPhase N φ j : ℂ) * Complex.I) =
      if (N : ℤ) ∣ m then (N : ℂ) * Complex.exp ((m : ℂ) * (φ : ℂ) * Complex.I) else 0 := by
  have hN' : (N : ℂ) ≠ 0 := by exact_mod_cast hN.ne'
  -- the phase factor between neighbouring grid points
  obtain ⟨z, hz⟩ : ∃ z : ℂ, z = Complex.exp ((m : ℂ) * (2 * Real.pi * Complex.I) / N) :=
    ⟨_, rfl⟩
  have hterm : ∀ j : ℕ, Complex.exp ((m : ℂ) * (gridPhase N φ j : ℂ) * Complex.I) =
      z ^ j * Complex.exp ((m : ℂ) * (φ : ℂ) * Complex.I) := by
    intro j
    rw [hz, ← Complex.exp_nat_mul, ← Complex.exp_add]
    congr 1
    simp only [gridPhase]
    push_cast
    ring
  simp_rw [hterm]
  rw [← Finset.sum_mul]
  split_ifs with h
  · have z1 : z = 1 := by
      obtain ⟨c, hc⟩ := h
      rw [hz, Complex.exp_eq_one_iff]
      refine ⟨c, ?_⟩
      rw [hc, div_eq_iff hN']
      push_cast
      ring
    simp [z1]
  · have zN : z ^ N = 1 := by
      rw [hz, ← Complex.exp_nat_mul, Complex.exp_eq_one_iff]
      exact ⟨m, mul_div_cancel₀ _ hN'⟩
    have z1 : z ≠ 1 := by
      intro h1
      rw [hz, Complex.exp_eq_one_iff] at h1
      obtain ⟨c, hc⟩ := h1
      rw [div_eq_iff hN'] at hc
      have hm : (m : ℂ) = N * c := by
        apply mul_right_cancel₀ Complex.two_pi_I_ne_zero
        linear_combination hc
      exact h ⟨c, by exact_mod_cast hm⟩
    -- the geometric sum vanishes
    have g := geom_sum_mul z N
    rw [zN, sub_self] at g
    rw [(mul_eq_zero.mp g).resolve_right (sub_ne_zero.mpr z1), zero_mul]
```

The theorem `sum_wave` gives the two cases of the plane-wave sum for any N ≥ 1. The step `hterm` separates each summand into `z ^ j` and the common phase factor. If N divides m, `z1` shows that z = 1. If not, `zN` gives z^N = 1, and assuming z = 1 would produce an integer c with m = Nc, a contradiction. The identity `geom_sum_mul` then forces the sum to vanish.

```lean
/-- The `p`-th power of the field `2 cos θ` is a sum of plane waves with wave numbers `2k - p`
and binomial weights. -/
theorem power_harmonics (p : ℕ) (θ : ℝ) :
    (((2 * Real.cos θ) ^ p : ℝ) : ℂ) = ∑ k ∈ range (p + 1),
      (p.choose k : ℂ) * Complex.exp (((2 * (k : ℤ) - (p : ℤ) : ℤ) : ℂ) * (θ : ℂ) * Complex.I) := by
  have h : ((2 * Real.cos θ : ℝ) : ℂ) =
      Complex.exp (θ * Complex.I) + Complex.exp (-θ * Complex.I) := by
    push_cast
    rw [Complex.cos]
    ring
  rw [Complex.ofReal_pow, h, add_pow]
  refine Finset.sum_congr rfl fun k hk => ?_
  have hk' : k ≤ p := by
    have := Finset.mem_range.mp hk
    omega
  have e : (k : ℂ) * (θ * Complex.I) + ((p - k : ℕ) : ℂ) * (-θ * Complex.I) =
      ((2 * (k : ℤ) - (p : ℤ) : ℤ) : ℂ) * (θ : ℂ) * Complex.I := by
    push_cast [Nat.cast_sub hk']
    ring
  rw [← Complex.exp_nat_mul, ← Complex.exp_nat_mul, ← Complex.exp_add, e]
  ring
```

`power_harmonics` is the binomial expansion. The left side is a real power regarded as a complex number, because the individual harmonics are complex. The proof writes the cosine as two exponentials, applies `add_pow`, and combines the exponents into 2k − p through the equation `e`.

```lean
/-- Aliasing formula: on a grid of `N ≥ 1` points, the average of the `p`-th power of the field
retains exactly the harmonics `2k - p` that are divisible by `N`. -/
theorem aliasing {N : ℕ} (hN : 0 < N) (p : ℕ) (φ : ℝ) :
    ((gridAverage N (fun x => x ^ p) φ : ℝ) : ℂ) = ∑ k ∈ range (p + 1),
      if (N : ℤ) ∣ 2 * (k : ℤ) - (p : ℤ) then (p.choose k : ℂ) *
        Complex.exp (((2 * (k : ℤ) - (p : ℤ) : ℤ) : ℂ) * (φ : ℂ) * Complex.I) else 0 := by
  have hN' : (N : ℂ) ≠ 0 := by exact_mod_cast hN.ne'
  simp only [gridAverage, Complex.ofReal_div, Complex.ofReal_sum, power_harmonics,
    Complex.ofReal_natCast]
  rw [Finset.sum_comm, Finset.sum_div]
  refine Finset.sum_congr rfl fun k _ => ?_
  rw [← Finset.mul_sum, sum_wave hN]
  split_ifs
  · rw [div_eq_iff hN']
    ring
  · simp
```

`aliasing` joins the two results. `Finset.sum_comm` exchanges the sum over grid points with the sum over harmonics, `sum_wave` evaluates the inner sum, and its factor N cancels the one in the average. The formula holds for every power p and every N ≥ 1, even or odd.

## Powers below N and the power N

```lean
/-- A multiple of `N` lying strictly between `-N` and `N` is zero. -/
theorem eq_zero_of_dvd_of_small {N : ℕ} {m : ℤ} (h : (N : ℤ) ∣ m)
    (h1 : -(N : ℤ) < m) (h2 : m < N) : m = 0 := by
  rcases lt_trichotomy m 0 with h0 | h0 | h0
  · have := Int.le_of_dvd (by omega : 0 < -m) ((dvd_neg).mpr h)
    omega
  · exact h0
  · have := Int.le_of_dvd h0 h
    omega
```

This lemma is the size argument: a multiple of N strictly between −N and N is zero. If m were nonzero, N would be at most |m|.

```lean
/-- For a power `p < N` the grid average does not depend on the translation `φ`: it is the
central binomial coefficient for even `p` and zero for odd `p`. -/
theorem average_pow_of_lt {N p : ℕ} (hp : p < N) (φ : ℝ) :
    gridAverage N (fun x => x ^ p) φ = if Even p then (p.choose (p / 2) : ℝ) else 0 := by
  apply Complex.ofReal_injective
  rw [aliasing (by omega)]
  split_ifs with he
  · obtain ⟨r, hr⟩ := he
    have hr2 : p / 2 = r := by omega
    have h0 : 2 * (r : ℤ) - (p : ℤ) = 0 := by omega
    -- only the zero harmonic survives
    rw [Finset.sum_eq_single r, h0, hr2]
    · simp
    · intro k hk hne
      have hk' := Finset.mem_range.mp hk
      refine if_neg fun h => hne ?_
      have := eq_zero_of_dvd_of_small h (by omega) (by omega)
      omega
    · intro h
      exact absurd (Finset.mem_range.mpr (by omega)) h
  · rw [Complex.ofReal_zero]
    refine Finset.sum_eq_zero fun k hk => if_neg fun h => he ?_
    have hk' := Finset.mem_range.mp hk
    have := eq_zero_of_dvd_of_small h (by omega) (by omega)
    exact ⟨k, by omega⟩
```

`average_pow_of_lt` states that A_p(φ) is the central binomial coefficient or zero, with no φ on the right side. It needs p < N but no parity condition on N. For even p = 2r, `Finset.sum_eq_single` retains the term k = r. For odd p, a surviving harmonic would give p = 2k, so every term vanishes.

```lean
/-- For odd `N` the grid average of the `N`-th power of the field is `2 cos (Nφ)`. -/
theorem average_pow_self {N : ℕ} (hN : Odd N) (φ : ℝ) :
    gridAverage N (fun x => x ^ N) φ = 2 * Real.cos (N * φ) := by
  obtain ⟨r, rfl⟩ := hN
  apply Complex.ofReal_injective
  -- only the two extreme harmonics `-N` and `N` survive
  rw [aliasing (by omega), Finset.sum_range_succ, Finset.sum_range_succ', Finset.sum_eq_zero,
    if_pos ⟨-1, by push_cast; ring⟩, if_pos ⟨1, by push_cast; ring⟩]
  · simp only [Nat.choose_zero_right, Nat.choose_self]
    push_cast
    rw [Complex.cos]
    ring_nf
  · intro k hk
    have hk' := Finset.mem_range.mp hk
    refine if_neg fun h => ?_
    have := eq_zero_of_dvd_of_small h (by omega) (by omega)
    omega
```

In `average_pow_self`, N is written as 2r + 1. The last and first terms of the aliasing sum are split off, and their harmonics N and −N are visibly divisible by N. Any surviving interior term would have harmonic zero, which parity forbids. The two exponentials recombine into the cosine. For even N ≥ 2 the zero harmonic would also survive and add the constant C(N, N/2). This constant cancels in the difference between two translations, so the change of the average has the same form on even grids, although the theorems below are stated for odd N.

## Polynomial functionals and commensurate translations

```lean
/-- For odd `N` and a polynomial functional `P` of degree at most `N`, translation by `φ` changes
the grid average by `2 (cos (Nφ) - 1)` times the coefficient of degree `N`. -/
theorem polynomial_shift {N : ℕ} (hN : Odd N) (P : Polynomial ℝ) (hP : P.natDegree ≤ N)
    (φ : ℝ) :
    gridAverage N (fun x => P.eval x) φ - gridAverage N (fun x => P.eval x) 0 =
      2 * P.coeff N * (Real.cos (N * φ) - 1) := by
  have expand : ∀ t : ℝ, gridAverage N (fun x => P.eval x) t =
      ∑ p ∈ range (N + 1), P.coeff p * gridAverage N (fun x => x ^ p) t := by
    intro t
    simp only [gridAverage, Polynomial.eval_eq_sum_range' (Nat.lt_succ_of_le hP)]
    rw [Finset.sum_comm, Finset.sum_div]
    refine Finset.sum_congr rfl fun p _ => ?_
    rw [← Finset.mul_sum, mul_div_assoc]
  -- powers below `N` do not feel the translation
  have low : ∑ p ∈ range N, P.coeff p * gridAverage N (fun x => x ^ p) φ =
      ∑ p ∈ range N, P.coeff p * gridAverage N (fun x => x ^ p) 0 :=
    Finset.sum_congr rfl fun p hp => by
      rw [average_pow_of_lt (Finset.mem_range.mp hp), average_pow_of_lt (Finset.mem_range.mp hp)]
  rw [expand φ, expand 0, Finset.sum_range_succ _ N, Finset.sum_range_succ _ N, low,
    average_pow_self hN φ, average_pow_self hN 0, mul_zero, Real.cos_zero]
  ring
```

Here `P` is a real polynomial, `P.natDegree ≤ N` bounds its degree, and `P.coeff N` is c_N, which may be zero. The step `expand` uses linearity to write the average as a sum over powers. The step `low` shows that the powers below N contribute equally at φ and at 0, so only the power N enters the difference.

```lean
/-- For odd `N` and a polynomial functional of degree exactly `N`, the grid average is unchanged
by a translation `φ` if and only if `φ` is an integer multiple of the grid spacing `2π/N`. -/
theorem invariant_iff_commensurate {N : ℕ} (hN : Odd N) (P : Polynomial ℝ)
    (hP : P.natDegree = N) (φ : ℝ) :
    gridAverage N (fun x => P.eval x) φ = gridAverage N (fun x => P.eval x) 0 ↔
      ∃ m : ℤ, φ = m * (2 * Real.pi / N) := by
  have hpos : 0 < N := hN.pos
  have hN' : (N : ℝ) ≠ 0 := by exact_mod_cast hpos.ne'
  have hc : P.coeff N ≠ 0 := by
    intro h
    rw [← hP] at h
    have h0 : P = 0 := Polynomial.leadingCoeff_eq_zero.mp h
    rw [h0, Polynomial.natDegree_zero] at hP
    omega
  rw [← sub_eq_zero, polynomial_shift hN P hP.le φ,
    mul_eq_zero_iff_left (mul_ne_zero two_ne_zero hc), sub_eq_zero, Real.cos_eq_one_iff]
  refine exists_congr fun m => ?_
  rw [← mul_div_assoc, eq_div_iff hN', mul_comm φ (N : ℝ)]
  exact eq_comm

end

end GridAliasing
```

The final theorem compares the translated average with the one at φ = 0 and finds equality exactly for integer multiples of the spacing. The hypothesis `P.natDegree = N` makes the leading coefficient nonzero, which is `hc`. After division by it, `Real.cos_eq_one_iff` supplies the integer m. For N = 1 the functional is linear and the spacing is the whole period; from N = 3 on, the functional is nonlinear. A nonlinear polynomial of degree below N leaves the average invariant under all translations, so nonlinearity alone does not break the symmetry.

```lean
#print axioms GridAliasing.polynomial_shift
-- 'GridAliasing.polynomial_shift' depends on axioms: [propext, Classical.choice, Quot.sound]
#print axioms GridAliasing.invariant_iff_commensurate
-- 'GridAliasing.invariant_iff_commensurate' depends on axioms: [propext, Classical.choice, Quot.sound]
```

## Fields with more than one harmonic

The field could have been modelled as a general real trigonometric polynomial with wave numbers up to some M. A p-th power would then contain wave numbers up to pM, and the sufficient condition for translation independence would become pM < N in place of p < N. Beyond that bound, the surviving harmonics would carry coefficients that depend on the field, and deciding which translations are broken would require information about them. The single cosine has known binomial weights, which is what gives the explicit change 2 c_N (cos(Nφ) − 1).
